# The three-orbital Kanamori Hamiltonian in terms of $N$, $S^2$ and $L^2$

For three orbitals with two spins and canonical anticommutation relations, the Kanamori Hamiltonian with repulsion $U$ within an orbital, $U-2J$ and $U-3J$ between orbitals for opposite and parallel spins, and spin-flip and pair-hopping amplitude $J$ satisfies

$$H=\frac{U-3J}{2}N(N-1)-2J\,S^2-\frac J2L^2+\frac{5J}{2}N .$$

Here $N$ is the particle number, $S$ the total spin and $L$ the total orbital angular momentum, both in units of $\hbar$, with the three orbitals taken as an $l=1$ triplet. For an isolated shell governed by this $H$ alone, without crystal-field splitting, spin-orbit coupling or hybridisation, this gives the multiplet energies in the atomic limit of the corresponding Hubbard-type model.

## Three orbitals, two spins

A mode is a pair (orbital, spin), with spin `0` up and `1` down. The number three enters twice: $L$ needs a three-index $\epsilon_{abc}$, and each orbital has two partners, which produces the $2N$ in $L^2$ below. Another number of orbitals would need a different $L$ and a new count.

```lean
import Mathlib

set_option maxHeartbeats 400000

noncomputable section

namespace KanamoriAtom

/-- A mode is an orbital (three of them) with a spin (0 is up, 1 is down). -/
abbrev Mode := Fin 3 × Fin 2
```

## Fermionic anticommutation

`ann` and `cre` express antisymmetry and Pauli exclusion; `mix` makes $d^\dagger_i$ and $d_i$ create and remove one particle in the same mode. `dag` is not assumed to be the adjoint of `d`.

```lean
variable {A : Type*} [Ring A]

/-- Canonical anticommutation relations for creators `dag` and annihilators `d`. -/
structure CAR (dag d : Mode → A) : Prop where
  ann : ∀ i j, d i * d j + d j * d i = 0
  cre : ∀ i j, dag i * dag j + dag j * dag i = 0
  mix : ∀ i j, d i * dag j + dag j * d i = if i = j then 1 else 0
```

Write $E_{ij}=d_i^\dagger d_j$ (`hop`) and $n_i=E_{ii}$. `transfer` is $T_{bc}=\sum_s E_{bs,cs}$.

```lean
/-- The one-body operator that moves a fermion from mode `j` to mode `i`. -/
def hop (dag d : Mode → A) (i j : Mode) : A := dag i * d j

/-- Transfer from orbital `c` to orbital `b`, summed over spin. -/
def transfer (dag d : Mode → A) (b c : Fin 3) : A := ∑ s, hop dag d (b, s) (c, s)

/-- The total particle number `N`. -/
def number (dag d : Mode → A) : A := ∑ m, transfer dag d m m
```

By hand, `mix` followed by `ann` gives

$$E_{ij}E_{kl}=\delta_{jk}E_{il}+d_i^\dagger d_k^\dagger d_l d_j .$$

Hence $n_i^2=n_i$, and $E_{ij}E_{ji}=n_i-n_in_j$ for $i\ne j$. If $j\neq k$ and $l\neq i$, swapping both creators and annihilators shows that $E_{ij}$ and $E_{kl}$ commute. With `mix` alone, $d_i^\dagger d_i^\dagger d_id_i$ could survive in $n_i^2$. If instead creators and annihilators all anticommuted to zero, the $\delta_{jk}$ terms would vanish and the right side of the main identity would exceed $H$ by $(8J-U)N/2$.

## Couplings tied by rotational symmetry

The interaction uses five sums:

- `intra`: $D=\sum_m n_{m\uparrow}n_{m\downarrow}$
- `inter`: $B=\sum_{m\ne k}n_{m\uparrow}n_{k\downarrow}$
- `parallel`: $P=\sum_{m<k,s}n_{ms}n_{ks}$
- `spinFlip`: $F=\sum_{m\ne k}E_{m\uparrow,m\downarrow}E_{k\downarrow,k\uparrow}$
- `pairHop`: $Q=\sum_{m\ne k}d^\dagger_{m\uparrow}d^\dagger_{m\downarrow}d_{k\downarrow}d_{k\uparrow}$

```lean
/-- Density product of opposite spins in the same orbital. -/
def intra (dag d : Mode → A) : A :=
  ∑ m, hop dag d (m, 0) (m, 0) * hop dag d (m, 1) (m, 1)

/-- Density products of opposite spins in different orbitals. -/
def inter (dag d : Mode → A) : A :=
  ∑ m, ∑ k, if m ≠ k then hop dag d (m, 0) (m, 0) * hop dag d (k, 1) (k, 1) else 0

/-- Density products of parallel spins, each pair of orbitals counted once. -/
def parallel (dag d : Mode → A) : A :=
  ∑ m, ∑ k, if m < k then ∑ s, hop dag d (m, s) (m, s) * hop dag d (k, s) (k, s) else 0

/-- Exchange of opposite spins between two different orbitals. -/
def spinFlip (dag d : Mode → A) : A :=
  ∑ m, ∑ k, if m ≠ k then hop dag d (m, 0) (m, 1) * hop dag d (k, 1) (k, 0) else 0

/-- Transfer of an up-down pair from one orbital to another. -/
def pairHop (dag d : Mode → A) : A :=
  ∑ m, ∑ k, if m ≠ k then dag (m, 0) * dag (m, 1) * d (k, 1) * d (k, 0) else 0
```

Then $H=UD+(U-2J)B+(U-3J)P-JF+JQ$. The tied coefficients stand for an interaction invariant under spin and orbital rotations; cubic symmetry alone does not impose them. They are used only in the final comparison of coefficients. With $U'$ and $U'-J$ in front of $B$ and $P$, an extra $(U'-U+2J)(B+P)$ would remain.

```lean
variable [Algebra ℂ A]

/-- The Kanamori Hamiltonian with repulsion `U` and Hund coupling `J`. -/
def kanamori (dag d : Mode → A) (U J : ℂ) : A :=
  U • intra dag d + (U - 2 * J) • inter dag d + (U - 3 * J) • parallel dag d
    - J • spinFlip dag d + J • pairHop dag d
```

## Complex scalars

Complex amplitudes supply the $i$ in $S_y$ and $L_a=i\sum_{bc}\epsilon_{abc}T_{bc}$, and the halves in the spin. The proof also halves $2d_i^2=0$ in `density_idem`, a step unavailable over scalars where $2=0$. $U$ and $J$ may be complex. For real $p_x,p_y,p_z$ orbitals this $L_a$ is minus the usual angular momentum component, which leaves $L^2$ unchanged. For $t_{2g}$ orbitals $L$ is an effective angular momentum with $l=1$ for one electron, not the full angular momentum of the $d$ shell.

```lean
/-- The x component of the total spin. -/
def spinX (dag d : Mode → A) : A :=
  (1 / 2 : ℂ) • ∑ m, (hop dag d (m, 0) (m, 1) + hop dag d (m, 1) (m, 0))

/-- The y component of the total spin. -/
def spinY (dag d : Mode → A) : A :=
  (Complex.I / 2) • ∑ m, (hop dag d (m, 1) (m, 0) - hop dag d (m, 0) (m, 1))

/-- The z component of the total spin. -/
def spinZ (dag d : Mode → A) : A :=
  (1 / 2 : ℂ) • ∑ m, (hop dag d (m, 0) (m, 0) - hop dag d (m, 1) (m, 1))

/-- The squared total spin. -/
def spinSq (dag d : Mode → A) : A :=
  spinX dag d * spinX dag d + spinY dag d * spinY dag d + spinZ dag d * spinZ dag d

/-- The Levi-Civita symbol on three indices. -/
def leviCivita (a b c : Fin 3) : ℂ :=
  ((b.val : ℂ) - a.val) * ((c.val : ℂ) - a.val) * ((c.val : ℂ) - b.val) / 2

/-- The orbital angular momentum component `L_a`. -/
def angular (dag d : Mode → A) (a : Fin 3) : A :=
  Complex.I • ∑ b, ∑ c, leviCivita a b c • transfer dag d b c

/-- The squared orbital angular momentum. -/
def angularSq (dag d : Mode → A) : A := ∑ a, angular dag d a * angular dag d a
```

## Where the relations enter the squares

The next four lemmas are the product rules derived above.

```lean
variable {dag d : Mode → A}

omit [Algebra ℂ A] in
/-- Normal ordering of a product of two one-body operators. -/
theorem CAR.hop_mul_hop (h : CAR dag d) (i j k l : Mode) :
    hop dag d i j * hop dag d k l =
      (if j = k then hop dag d i l else 0) + dag i * dag k * d l * d j := by
  unfold hop
  calc dag i * d j * (dag k * d l)
      = dag i * (d j * dag k + dag k * d j) * d l
        - dag i * dag k * (d l * d j + d j * d l) + dag i * dag k * d l * d j := by
        noncomm_ring
    _ = _ := by
        rw [h.mix, h.ann]
        split_ifs <;> simp

omit [Algebra ℂ A] in
/-- One-body operators commute when neither refills the mode emptied by the other. -/
theorem CAR.hop_comm (h : CAR dag d) {i j k l : Mode} (hjk : j ≠ k) (hli : l ≠ i) :
    hop dag d i j * hop dag d k l = hop dag d k l * hop dag d i j := by
  have h3 : d l * d j = -(d j * d l) := eq_neg_of_add_eq_zero_left (h.ann l j)
  have h4 : dag i * dag k = -(dag k * dag i) := eq_neg_of_add_eq_zero_left (h.cre i k)
  rw [h.hop_mul_hop i j k l, h.hop_mul_hop k l i j, if_neg hjk, if_neg hli, zero_add, zero_add]
  calc dag i * dag k * d l * d j = (dag i * dag k) * (d l * d j) := by noncomm_ring
    _ = dag k * dag i * d j * d l := by rw [h3, h4]; noncomm_ring

omit [Algebra ℂ A] in
/-- Hopping from `i` to a different mode `j` and back needs `i` filled and `j` empty. -/
theorem CAR.hop_return (h : CAR dag d) {i j : Mode} (hij : i ≠ j) :
    hop dag d i j * hop dag d j i =
      hop dag d i i - hop dag d i i * hop dag d j j := by
  have h3 : d i * d j = -(d j * d i) := eq_neg_of_add_eq_zero_left (h.ann i j)
  rw [h.hop_mul_hop i j j i, h.hop_mul_hop i i j j, if_pos (rfl : j = j), if_neg hij]
  simp only [zero_add, mul_assoc, h3, mul_neg, sub_eq_add_neg]

/-- The occupation of a single mode is idempotent. -/
theorem CAR.density_idem (h : CAR dag d) (i : Mode) :
    hop dag d i i * hop dag d i i = hop dag d i i := by
  have h3 : d i * d i = 0 := by
    linear_combination (norm := module) (1 / 2 : ℂ) • h.ann i i
  rw [h.hop_mul_hop, if_pos (rfl : i = i), mul_assoc, h3, mul_zero, add_zero]
```

Squaring $N=\sum_i n_i$ gives each pair of modes twice:

$$N^2=N+2(D+B+P).$$

In Lean, `simp only` expands the sums and orders the products; `module` collects coefficients. The next two proofs end in the same way.

```lean
/-- The squared particle number in terms of the particle number and density products. -/
theorem CAR.number_sq (h : CAR dag d) : number dag d * number dag d =
    number dag d + (2 : ℂ) • (intra dag d + inter dag d + parallel dag d) := by
  -- rules that bring density products into a fixed order
  have o : ∀ a b c e : Fin 3, hop dag d (a, 1) (b, 1) * hop dag d (c, 0) (e, 0) =
      hop dag d (c, 0) (e, 0) * hop dag d (a, 1) (b, 1) :=
    fun a b c e => h.hop_comm (by simp) (by simp)
  have p : ∀ (m k : Fin 3) (s : Fin 2), k < m →
      hop dag d (m, s) (m, s) * hop dag d (k, s) (k, s) =
      hop dag d (k, s) (k, s) * hop dag d (m, s) (m, s) :=
    fun m k s hm => h.hop_comm (by simp [hm.ne']) (by simp [hm.ne])
  simp only [number, transfer, intra, inter, parallel, Fin.sum_univ_three, Fin.sum_univ_two,
    mul_add, add_mul, h.density_idem, o, p, ne_eq, Fin.reduceEq, Fin.reduceLT,
    not_true_eq_false, not_false_eq_true, ↓reduceIte]
  module
```

With $S_+=\sum_mE_{m\uparrow,m\downarrow}$ and $S_-=\sum_mE_{m\downarrow,m\uparrow}$,

$$S_x^2+S_y^2=\tfrac12(S_+S_-+S_-S_+)=\tfrac N2-D+F,$$
$$S_z^2=\tfrac N4+\tfrac12(P-D-B),$$

so $S^2=\frac34N+F-\frac32D+\frac12P-\frac12B$. Lean squares the Cartesian components directly; `r1` and `r2` treat flips within one orbital.

```lean
/-- The squared spin in terms of densities and the spin-flip operator. -/
theorem CAR.spin_sq (h : CAR dag d) : spinSq dag d =
    (3 / 4 : ℂ) • number dag d + spinFlip dag d - (3 / 2 : ℂ) • intra dag d
      + (1 / 2 : ℂ) • parallel dag d - (1 / 2 : ℂ) • inter dag d := by
  have hsq : ∀ (r : ℂ) (x : A), (r • x) * (r • x) = (r ^ 2) • (x * x) := by
    intro r x
    rw [smul_mul_assoc, mul_smul_comm, smul_smul, pow_two]
  have o : ∀ a b c e : Fin 3, hop dag d (a, 1) (b, 1) * hop dag d (c, 0) (e, 0) =
      hop dag d (c, 0) (e, 0) * hop dag d (a, 1) (b, 1) :=
    fun a b c e => h.hop_comm (by simp) (by simp)
  have p : ∀ (m k : Fin 3) (s : Fin 2), k < m →
      hop dag d (m, s) (m, s) * hop dag d (k, s) (k, s) =
      hop dag d (k, s) (k, s) * hop dag d (m, s) (m, s) :=
    fun m k s hm => h.hop_comm (by simp [hm.ne']) (by simp [hm.ne])
  -- spin flips within one orbital reduce to densities, others are reordered
  have r1 : ∀ m : Fin 3, hop dag d (m, 0) (m, 1) * hop dag d (m, 1) (m, 0) =
      hop dag d (m, 0) (m, 0) - hop dag d (m, 0) (m, 0) * hop dag d (m, 1) (m, 1) :=
    fun m => h.hop_return (by simp)
  have r2 : ∀ m : Fin 3, hop dag d (m, 1) (m, 0) * hop dag d (m, 0) (m, 1) =
      hop dag d (m, 1) (m, 1) - hop dag d (m, 1) (m, 1) * hop dag d (m, 0) (m, 0) :=
    fun m => h.hop_return (by simp)
  have r3 : ∀ m k : Fin 3, m ≠ k → hop dag d (m, 1) (m, 0) * hop dag d (k, 0) (k, 1) =
      hop dag d (k, 0) (k, 1) * hop dag d (m, 1) (m, 0) :=
    fun m k hm => h.hop_comm (by simp [hm]) (by simp [hm.symm])
  simp only [spinSq, spinX, spinY, spinZ, hsq, div_pow, Complex.I_sq, number, transfer,
    intra, inter, parallel, spinFlip, Fin.sum_univ_three, Fin.sum_univ_two,
    mul_add, add_mul, mul_sub, sub_mul, h.density_idem, o, p, r1, r2, r3, ne_eq,
    Fin.reduceEq, Fin.reduceLT, not_true_eq_false, not_false_eq_true, ↓reduceIte]
  module
```

For cyclic $(a,b,c)$, $L_a=i(T_{bc}-T_{cb})$, so

$$L^2=\sum_{b\ne c}(T_{bc}T_{cb}-T_{bc}^2).$$

In the first product, equal spins give $2N-2P$. Opposite spins give $-2F$, because exchanging annihilators yields $E_{b\uparrow,c\uparrow}E_{c\downarrow,b\downarrow}=-E_{b\uparrow,b\downarrow}E_{c\downarrow,c\uparrow}$ (`exch`, `q`). In $T_{bc}^2$ equal-spin terms vanish (`z`) and the cross terms sum to $2Q$ (`hp`). Thus $L^2=2N-2(P+F+Q)$.

```lean
/-- The squared angular momentum in terms of the particle number, parallel density products, spin
flips and pair hops. -/
theorem CAR.angular_sq (h : CAR dag d) : angularSq dag d =
    (2 : ℂ) • number dag d
      - (2 : ℂ) • (parallel dag d + spinFlip dag d + pairHop dag d) := by
  have hsq : ∀ (r : ℂ) (x : A), (r • x) * (r • x) = (r ^ 2) • (x * x) := by
    intro r x
    rw [smul_mul_assoc, mul_smul_comm, smul_smul, pow_two]
  -- the three components written out
  have v0 : (0 : Fin 3).val = 0 := rfl
  have v1 : (1 : Fin 3).val = 1 := rfl
  have v2 : (2 : Fin 3).val = 2 := rfl
  have l0 : angular dag d 0 = Complex.I • (transfer dag d 1 2 - transfer dag d 2 1) := by
    simp only [angular, leviCivita, Fin.sum_univ_three, v0, v1, v2, Nat.cast_zero,
      Nat.cast_one, Nat.cast_ofNat]
    module
  have l1 : angular dag d 1 = Complex.I • (transfer dag d 2 0 - transfer dag d 0 2) := by
    simp only [angular, leviCivita, Fin.sum_univ_three, v0, v1, v2, Nat.cast_zero,
      Nat.cast_one, Nat.cast_ofNat]
    module
  have l2 : angular dag d 2 = Complex.I • (transfer dag d 0 1 - transfer dag d 1 0) := by
    simp only [angular, leviCivita, Fin.sum_univ_three, v0, v1, v2, Nat.cast_zero,
      Nat.cast_one, Nat.cast_ofNat]
    module
  -- exchanging the two annihilators costs a sign
  have exch : ∀ i j k l : Mode, j ≠ k → l ≠ k →
      hop dag d i j * hop dag d k l = -(hop dag d i l * hop dag d k j) := by
    intro i j k l hjk hlk
    have h3 : d l * d j = -(d j * d l) := eq_neg_of_add_eq_zero_left (h.ann l j)
    rw [h.hop_mul_hop i j k l, h.hop_mul_hop i l k j, if_neg hjk, if_neg hlk]
    simp only [zero_add, mul_assoc, h3, mul_neg]
  have z : ∀ (b c : Fin 3) (s : Fin 2), b ≠ c →
      hop dag d (b, s) (c, s) * hop dag d (b, s) (c, s) = 0 := by
    intro b c s hb
    have e := exch (b, s) (c, s) (b, s) (c, s) (by simp [hb.symm]) (by simp [hb.symm])
    linear_combination (norm := module) (1 / 2 : ℂ) • e
  have o : ∀ a b c e : Fin 3, hop dag d (a, 1) (b, 1) * hop dag d (c, 0) (e, 0) =
      hop dag d (c, 0) (e, 0) * hop dag d (a, 1) (b, 1) :=
    fun a b c e => h.hop_comm (by simp) (by simp)
  have p : ∀ (m k : Fin 3) (s : Fin 2), k < m →
      hop dag d (m, s) (m, s) * hop dag d (k, s) (k, s) =
      hop dag d (k, s) (k, s) * hop dag d (m, s) (m, s) :=
    fun m k s hm => h.hop_comm (by simp [hm.ne']) (by simp [hm.ne])
  have r : ∀ (b c : Fin 3) (s : Fin 2), b ≠ c →
      hop dag d (b, s) (c, s) * hop dag d (c, s) (b, s) =
      hop dag d (b, s) (b, s) - hop dag d (b, s) (b, s) * hop dag d (c, s) (c, s) :=
    fun b c s hb => h.hop_return (by simp [hb])
  have q : ∀ b c : Fin 3, b ≠ c → hop dag d (b, 0) (c, 0) * hop dag d (c, 1) (b, 1) =
      -(hop dag d (b, 0) (b, 1) * hop dag d (c, 1) (c, 0)) :=
    fun b c hb => exch _ _ _ _ (by simp) (by simp [hb])
  have hp : ∀ b c : Fin 3, dag (b, 0) * dag (b, 1) * d (c, 1) * d (c, 0) =
      hop dag d (b, 0) (c, 0) * hop dag d (b, 1) (c, 1) := by
    intro b c
    simp [h.hop_mul_hop]
  simp only [angularSq, l0, l1, l2, hsq, Complex.I_sq, number, transfer, parallel,
    spinFlip, pairHop, hp, Fin.sum_univ_three, Fin.sum_univ_two, mul_add, add_mul,
    mul_sub, sub_mul, z, o, p, r, q, ne_eq, Fin.reduceEq, Fin.reduceLT,
    not_true_eq_false, not_false_eq_true, ↓reduceIte]
  module
```

Substitution gives

$$\begin{aligned}
\tfrac{U-3J}{2}N(N-1)&=(U-3J)(D+B+P),\\
-2JS^2&=-\tfrac{3J}{2}N-2JF+3JD-JP+JB,\\
-\tfrac J2L^2&=-JN+J(P+F+Q).
\end{aligned}$$

Adding $\frac{5J}{2}N$ cancels the one-body terms and leaves $H$.

```lean
/-- The Kanamori Hamiltonian is a combination of particle number, squared spin and
squared orbital angular momentum. -/
theorem kanamori_eq (h : CAR dag d) (U J : ℂ) : kanamori dag d U J =
    ((U - 3 * J) / 2) • (number dag d * (number dag d - 1)) - (2 * J) • spinSq dag d
      - (J / 2) • angularSq dag d + (5 * J / 2) • number dag d := by
  rw [mul_sub, mul_one, h.number_sq, h.spin_sq, h.angular_sq]
  unfold kanamori
  module
```

## A joint eigenvector

For $\psi\ne0$ and real $s,l\ge0$, `hN`, `hS` and `hL` say that $\psi$ has particle number $n$, total spin $s$ and total orbital angular momentum $l$. Applying the identity to $\psi$ then gives $H\psi=E\psi$ with the energy

$$E=\tfrac{U-3J}{2}n(n-1)-2Js(s+1)-\tfrac J2l(l+1)+\tfrac{5J}{2}n .$$

Without them the operator identity stands, but $H\psi$ need not be a multiple of $\psi$. The theorem does not determine which triples $(n,s,l)$ occur. `IsScalarTower` makes the complex scalars act consistently on states and operators.

```lean
/-- On a joint eigenvector of `N`, `S²` and `L²` the Kanamori Hamiltonian acts as a number
fixed by `n`, `s` and `l`. -/
theorem multiplet_energy {V : Type*} [AddCommGroup V] [Module ℂ V] [Module A V]
    [IsScalarTower ℂ A V] (h : CAR dag d) (U J n s l : ℂ) (ψ : V)
    (hN : number dag d • ψ = n • ψ) (hS : spinSq dag d • ψ = (s * (s + 1)) • ψ)
    (hL : angularSq dag d • ψ = (l * (l + 1)) • ψ) :
    kanamori dag d U J • ψ = ((U - 3 * J) * (n * (n - 1)) / 2 - 2 * J * (s * (s + 1))
      - J / 2 * (l * (l + 1)) + 5 * J / 2 * n) • ψ := by
  have hNN : (number dag d * (number dag d - 1)) • ψ = (n * (n - 1)) • ψ := by
    rw [mul_smul, sub_smul, one_smul, hN, smul_sub, hN, smul_comm (number dag d) n ψ, hN]
    module
  have e := congrArg (fun x : A => x • ψ) (kanamori_eq h U J)
  simp only [add_smul, sub_smul, smul_assoc, hNN, hS, hL, hN] at e
  rw [e]
  module
```

## Fock space satisfies the relations

On the exterior algebra over the six modes, creation is exterior multiplication and annihilation is contraction. `CAR_witness` verifies all three relations there, using the anticommutation of contractions, that of vectors, and the contraction rule for a product.

```lean
/-- Fock space of the six modes: the exterior algebra, as Clifford algebra of the zero form. -/
abbrev Fock := CliffordAlgebra (0 : QuadraticForm ℂ (Mode → ℂ))

/-- Creation on Fock space: exterior multiplication by the mode. -/
def fockCreate (i : Mode) : Module.End ℂ Fock :=
  LinearMap.mulLeft ℂ (CliffordAlgebra.ι (0 : QuadraticForm ℂ (Mode → ℂ)) (Pi.single i 1))

/-- Annihilation on Fock space: contraction with the mode. -/
def fockAnnihilate (i : Mode) : Module.End ℂ Fock :=
  CliffordAlgebra.contractLeft (LinearMap.proj i : (Mode → ℂ) →ₗ[ℂ] ℂ)

/-- Creation and annihilation on Fock space obey the canonical anticommutation relations. -/
theorem CAR_witness : CAR fockCreate fockAnnihilate where
  ann i j := by
    refine LinearMap.ext fun x => ?_
    simp only [fockAnnihilate, LinearMap.add_apply, Module.End.mul_apply, LinearMap.zero_apply]
    rw [CliffordAlgebra.contractLeft_comm, neg_add_cancel]
  cre i j := by
    refine LinearMap.ext fun x => ?_
    simp only [fockCreate, LinearMap.add_apply, Module.End.mul_apply, LinearMap.mulLeft_apply,
      LinearMap.zero_apply]
    rw [← mul_assoc, ← mul_assoc, ← add_mul, CliffordAlgebra.ι_mul_ι_add_swap]
    simp [QuadraticMap.polar]
  mix i j := by
    refine LinearMap.ext fun x => ?_
    simp only [fockCreate, fockAnnihilate, LinearMap.add_apply, Module.End.mul_apply,
      LinearMap.mulLeft_apply]
    rw [CliffordAlgebra.contractLeft_ι_mul, sub_add_cancel]
    by_cases hij : i = j
    · subst hij
      simp
    · simp [hij]

end KanamoriAtom
```

```lean
#print axioms KanamoriAtom.kanamori_eq
-- 'KanamoriAtom.kanamori_eq' depends on axioms: [propext, Classical.choice, Quot.sound]
#print axioms KanamoriAtom.multiplet_energy
-- 'KanamoriAtom.multiplet_energy' depends on axioms: [propext, Classical.choice, Quot.sound]
```
